# In finite dimension, $k$ independent pairs of anticommuting symmetries make every eigenspace dimension a multiple of $2^k$

Take three spins 1/2 on a ring, with Pauli matrices $X_j, Y_j, Z_j$ for spin $j$ and exchange couplings $J_x, J_y, J_z$ between neighbours:
$$H=\sum_{j<l}\left(J_x X_jX_l+J_y Y_jY_l+J_z Z_jZ_l\right).$$
The products $S=Z_1Z_2Z_3$ and $T=X_1X_2X_3$ both commute with $H$, and each squares to $1$. They anticommute with each other, because an odd number of sign changes is collected in exchanging them. No basis diagonalises both, so what does the pair imply for the degeneracies of $H$? And what if there are $k$ such pairs, with operators from different pairs commuting?

The answer below is for operators on a finite-dimensional complex space: the dimension of every eigenspace is divisible by $2^k$. This applies to finite spin models and to qubit encodings of electronic-structure problems in a finite orbital basis, provided the encoded Hamiltonian has such pairs of symmetries.

## The symmetries and their relations

In Lean 4 with Mathlib:

```lean
import Mathlib

open Module

namespace NoncommutingSymmetries

noncomputable section

variable {V : Type*} [AddCommGroup V] [Module ℂ V] {k : ℕ}
```

The state space is a complex vector space `V`, and `k` is the number of pairs. No inner product is given. The results therefore hold for all linear operators that satisfy the stated relations, and Hermitian ones are a special case.

```lean
/-- `k` pairs of involutions `S i`, `T i`: partners anticommute, the `S i` commute with each
other, and `S i` commutes with `T j` for different indices. -/
structure AnticommutingPairs (S T : Fin k → End ℂ V) : Prop where
  S_sq : ∀ i, S i * S i = 1
  T_sq : ∀ i, T i * T i = 1
  anti : ∀ i, S i * T i = -(T i * S i)
  comm_SS : ∀ i j, S i * S j = S j * S i
  comm_ST : ∀ i j, i ≠ j → S i * T j = T j * S i
```

`End ℂ V` is the type of linear operators on `V`, with composition as product. `Fin k` is the index set $\{0,\dots,k-1\}$, so `S` and `T` are lists of $k$ operators. `AnticommutingPairs S T` is the statement that
$$S_i^2=T_i^2=1,\qquad S_iT_i=-T_iS_i,\qquad S_iS_j=S_jS_i,\qquad S_iT_j=T_jS_i\ \ (i\neq j).$$
The $T_i$ need not commute among themselves.

```lean
/-- The states of the subspace `W` on which every `S i` with `i` in `s` takes the value `+1`. -/
def plusSector (S : Fin k → End ℂ V) (W : Submodule ℂ V) (s : Finset (Fin k)) :
    Submodule ℂ V where
  carrier := {x | x ∈ W ∧ ∀ i ∈ s, S i x = x}
  zero_mem' := ⟨W.zero_mem, fun i _ => map_zero (S i)⟩
  add_mem' := by
    rintro x y ⟨hx, hx'⟩ ⟨hy, hy'⟩
    exact ⟨W.add_mem hx hy, fun i hi => by rw [map_add, hx' i hi, hy' i hi]⟩
  smul_mem' := by
    rintro c x ⟨hx, hx'⟩
    exact ⟨W.smul_mem c hx, fun i hi => by rw [map_smul, hx' i hi]⟩
```

For a subspace $W$ and a set $s$ of indices, `plusSector S W s` is the symmetry sector
$$W_s=\{x\in W : S_ix=x \text{ for all } i\in s\}.$$
The remaining fields check that it contains zero and is closed under sums and scalar multiples.

## One pair halves the dimension

```lean
/-- If two anticommuting involutions `S` and `T` preserve a subspace `W` of a finite-dimensional
space, then `W` has twice the dimension of its `S = +1` part. -/
theorem finrank_eq_two_mul [FiniteDimensional ℂ V] {W : Submodule ℂ V} {S T : End ℂ V}
    (hS : S * S = 1) (hT : T * T = 1) (hST : S * T = -(T * S))
    (hWS : ∀ x ∈ W, S x ∈ W) (hWT : ∀ x ∈ W, T x ∈ W) :
    finrank ℂ W = 2 * finrank ℂ (W ⊓ End.eigenspace S 1 : Submodule ℂ V) := by
  have s2 : ∀ x, S (S x) = x := fun x => LinearMap.congr_fun hS x
  have t2 : ∀ x, T (T x) = x := fun x => LinearMap.congr_fun hT x
  have st : ∀ x, S (T x) = -T (S x) := fun x => LinearMap.congr_fun hST x
  -- `T` exchanges the two parts, so they have equal dimension
  have hle : ∀ c : ℂ, finrank ℂ (W ⊓ End.eigenspace S c : Submodule ℂ V) ≤
      finrank ℂ (W ⊓ End.eigenspace S (-c) : Submodule ℂ V) := by
    intro c
    have hsub : W ⊓ End.eigenspace S c ≤ (W ⊓ End.eigenspace S (-c)).map T := by
      rintro x ⟨hx, hxc⟩
      have hxc' : S x = c • x := End.mem_eigenspace_iff.mp hxc
      refine ⟨T x, ⟨hWT x hx, End.mem_eigenspace_iff.mpr ?_⟩, t2 x⟩
      rw [st, hxc', map_smul, neg_smul]
    exact (Submodule.finrank_mono hsub).trans (Submodule.finrank_map_le T _)
  have heq : finrank ℂ (W ⊓ End.eigenspace S (-1) : Submodule ℂ V) =
      finrank ℂ (W ⊓ End.eigenspace S 1 : Submodule ℂ V) := by
    have h := hle (-1)
    rw [neg_neg] at h
    exact le_antisymm h (hle 1)
  -- every state is the sum of its two projections
  have hsup : (W ⊓ End.eigenspace S 1) ⊔ (W ⊓ End.eigenspace S (-1)) = W := by
    refine le_antisymm (sup_le inf_le_left inf_le_left) fun x hx => ?_
    refine Submodule.mem_sup.mpr ⟨(1 / 2 : ℂ) • (x + S x),
      ⟨W.smul_mem _ (W.add_mem hx (hWS x hx)), End.mem_eigenspace_iff.mpr ?_⟩,
      (1 / 2 : ℂ) • (x - S x),
      ⟨W.smul_mem _ (W.sub_mem hx (hWS x hx)), End.mem_eigenspace_iff.mpr ?_⟩, ?_⟩
    · rw [map_smul, map_add, s2]; module
    · rw [map_smul, map_sub, s2]; module
    · module
  have hinf : (W ⊓ End.eigenspace S 1) ⊓ (W ⊓ End.eigenspace S (-1)) = ⊥ := by
    rw [eq_bot_iff]
    rintro x ⟨⟨_, h1⟩, ⟨_, h2⟩⟩
    have h1' : S x = (1 : ℂ) • x := End.mem_eigenspace_iff.mp h1
    have h2' : S x = (-1 : ℂ) • x := End.mem_eigenspace_iff.mp h2
    refine (Submodule.mem_bot ℂ).mpr ?_
    calc x = (1 / 2 : ℂ) • ((1 : ℂ) • x - (-1 : ℂ) • x) := by module
      _ = 0 := by rw [← h1', ← h2', sub_self, smul_zero]
  have h := Submodule.finrank_sup_add_finrank_inf_eq
    (W ⊓ End.eigenspace S 1) (W ⊓ End.eigenspace S (-1))
  rw [hsup, hinf, finrank_bot, heq] at h
  omega
```

Here `finrank ℂ W` is $\dim W$, `⊓` is the intersection of subspaces and `⊔` their sum. The hypotheses `hWS` and `hWT` say that $S$ and $T$ map $W$ into itself. Write $W_c=\{x\in W: Sx=cx\}$. The claim is $\dim W=2\dim W_{+1}$.

By hand, let $x\in W_c$. Then
$$S(Tx)=-T(Sx)=-c\,Tx,$$
so $Tx\in W_{-c}$. Since $x=T(Tx)$, the space $W_c$ lies in the image $T(W_{-c})$, and a linear map cannot raise dimension. Hence $\dim W_c\le\dim W_{-c}$, which is `hle`. Using it for $c=1$ and $c=-1$ gives equal dimensions, which is `heq`.

Next, every $x\in W$ splits as
$$x=\tfrac12(x+Sx)+\tfrac12(x-Sx).$$
Because $S^2=1$, the first term has $S=+1$ and the second $S=-1$. This is `hsup`. A vector in both parts satisfies $Sx=x$ and $Sx=-x$, so $x=\tfrac12(Sx-Sx)=0$, which is `hinf`. The dimension formula for a sum of subspaces now reads
$$\dim W+0=\dim W_{+1}+\dim W_{-1}=2\dim W_{+1}.$$
In the code, the tactic `module` settles the vector identities and `omega` the final integer arithmetic.

## Each further pair halves it again

```lean
/-- In a finite-dimensional space, let `W` be preserved by all the operators `S i`, `T i` of
`AnticommutingPairs S T`. Fixing `S i = +1` for every `i` in `s` divides the dimension of `W` by two
for each element of `s`. -/
theorem finrank_eq_pow_mul [FiniteDimensional ℂ V] {S T : Fin k → End ℂ V}
    (h : AnticommutingPairs S T) {W : Submodule ℂ V}
    (hWS : ∀ i, ∀ x ∈ W, S i x ∈ W) (hWT : ∀ i, ∀ x ∈ W, T i x ∈ W) (s : Finset (Fin k)) :
    finrank ℂ W = 2 ^ s.card * finrank ℂ (plusSector S W s) := by
  induction s using Finset.induction_on with
  | empty =>
    have h0 : plusSector S W ∅ = W := Submodule.ext fun x =>
      ⟨fun hx => hx.1, fun hx => ⟨hx, fun i hi => by simp at hi⟩⟩
    rw [h0, Finset.card_empty, pow_zero, one_mul]
  | insert a s ha ih =>
    have hne : ∀ i ∈ s, i ≠ a := fun i hi hia => ha (hia ▸ hi)
    -- the sector fixed so far is still preserved by the new pair
    have hPS : ∀ x ∈ plusSector S W s, S a x ∈ plusSector S W s := fun x hx =>
      ⟨hWS a x hx.1, fun i hi => by
        have e : S i (S a x) = S a (S i x) := LinearMap.congr_fun (h.comm_SS i a) x
        rw [e, hx.2 i hi]⟩
    have hPT : ∀ x ∈ plusSector S W s, T a x ∈ plusSector S W s := fun x hx =>
      ⟨hWT a x hx.1, fun i hi => by
        have e : S i (T a x) = T a (S i x) :=
          LinearMap.congr_fun (h.comm_ST i a (hne i hi)) x
        rw [e, hx.2 i hi]⟩
    have hstep := finrank_eq_two_mul (h.S_sq a) (h.T_sq a) (h.anti a) hPS hPT
    have heq : plusSector S W s ⊓ End.eigenspace (S a) 1 = plusSector S W (insert a s) := by
      refine Submodule.ext fun x => ⟨fun hx => ⟨hx.1.1, fun i hi => ?_⟩, fun hx =>
        ⟨⟨hx.1, fun i hi => hx.2 i (Finset.mem_insert_of_mem hi)⟩,
          End.mem_eigenspace_iff.mpr ?_⟩⟩
      · rcases Finset.mem_insert.mp hi with rfl | hi
        · exact (End.mem_eigenspace_iff.mp hx.2).trans (one_smul ℂ x)
        · exact hx.1.2 i hi
      · rw [one_smul]
        exact hx.2 a (Finset.mem_insert_self a s)
    rw [ih, hstep, heq, Finset.card_insert_of_notMem ha, pow_succ, mul_assoc]
```

If all the symmetries preserve $W$, then $\dim W=2^{|s|}\dim W_s$. The proof is by induction on $s$.

For the empty set nothing is imposed, so $W_\emptyset=W$ and the factor is $1$. For the step, suppose the formula holds for $s$ and let $a\notin s$ be a new index. The sector $W_s$ is preserved by the new pair: for $x\in W_s$ and $i\in s$,
$$S_i(S_ax)=S_a(S_ix)=S_ax,\qquad S_i(T_ax)=T_a(S_ix)=T_ax.$$
These are `hPS` and `hPT`; the second uses $i\ne a$. The one-pair result, applied to $W_s$, says that $\dim W_s$ is twice the dimension of its $S_a=+1$ part. That part is $W_{s\cup\{a\}}$, as `heq` records, so
$$\dim W=2^{|s|}\cdot 2\,\dim W_{s\cup\{a\}}=2^{|s|+1}\dim W_{s\cup\{a\}}.$$

## Eigenspaces of the Hamiltonian

```lean
/-- If `AnticommutingPairs S T` holds and all `S i` and `T i` commute with `H` on a
finite-dimensional space, each eigenspace of `H` has `2 ^ k` times the dimension of its sector where
all `S i` equal `+1`. -/
theorem finrank_eigenspace [FiniteDimensional ℂ V] {S T : Fin k → End ℂ V} {H : End ℂ V}
    (h : AnticommutingPairs S T) (hS : ∀ i, S i * H = H * S i) (hT : ∀ i, T i * H = H * T i)
    (E : ℂ) :
    finrank ℂ (End.eigenspace H E) =
      2 ^ k * finrank ℂ (plusSector S (End.eigenspace H E) Finset.univ) := by
  -- a symmetry of `H` maps each eigenspace to itself
  have inv : ∀ A : End ℂ V, A * H = H * A →
      ∀ x ∈ End.eigenspace H E, A x ∈ End.eigenspace H E := by
    intro A hA x hx
    have e : A (H x) = H (A x) := LinearMap.congr_fun hA x
    rw [End.mem_eigenspace_iff] at hx ⊢
    rw [← e, hx, map_smul]
  have key := finrank_eq_pow_mul h (fun i => inv (S i) (hS i)) (fun i => inv (T i) (hT i))
    Finset.univ
  rwa [Finset.card_univ, Fintype.card_fin] at key
```

`End.eigenspace H E` is the set of all $x$ with $Hx=Ex$. The hypotheses `hS` and `hT` say that every $S_i$ and $T_i$ commutes with $H$. If $A$ is one of them and $Hx=Ex$, then
$$H(Ax)=A(Hx)=E\,Ax,$$
so $A$ preserves the eigenspace; this is `inv`. Taking $W$ to be the eigenspace and $s$ the set of all $k$ indices (`Finset.univ`) in the previous theorem gives
$$\dim\ker(H-E)=2^k\,\dim\{x: Hx=Ex,\ S_ix=x\text{ for all }i\}.$$

```lean
/-- If `AnticommutingPairs S T` holds for `k` pairs and all `S i` and `T i` commute with `H` on a
finite-dimensional space, then `2 ^ k` divides the dimension of every eigenspace of `H`. -/
theorem two_pow_dvd_finrank_eigenspace [FiniteDimensional ℂ V] {S T : Fin k → End ℂ V}
    {H : End ℂ V} (h : AnticommutingPairs S T) (hS : ∀ i, S i * H = H * S i)
    (hT : ∀ i, T i * H = H * T i) (E : ℂ) :
    2 ^ k ∣ finrank ℂ (End.eigenspace H E) :=
  ⟨_, finrank_eigenspace h hS hT E⟩
```

The symbol `∣` means "divides", and the quotient is the sector dimension just found. The statement holds for every complex $E$. If $E$ is not an eigenvalue, the eigenspace is zero and the claim is trivial; if it is one, the dimension is positive and so at least $2^k$.

For a molecule or solid with an infinite-dimensional state space, the theorem applies to a finite-basis model if the symmetries and their relations survive the truncation.

## The three-spin ring, worked out

In a calculation, the formula means that one diagonalises $H$ only in the sector where all $S_i=+1$ and multiplies each multiplicity by $2^k$. For the ring, $k=1$, and the sector $Z_1Z_2Z_3=+1$ is spanned by $|000\rangle,|011\rangle,|101\rangle,|110\rangle$, where the digit 1 marks $Z=-1$. With $d=J_x-J_y$ and $p=J_x+J_y$, the $8\times8$ problem becomes
$$\begin{pmatrix}3J_z&d&d&d\\ d&-J_z&p&p\\ d&p&-J_z&p\\ d&p&p&-J_z\end{pmatrix}.$$
Its eigenvalues are $-(p+J_z)$, twice, and $p+J_z\pm\sqrt{(2J_z-p)^2+3d^2}$. On the full space the first therefore occurs four times and each of the other two twice, with multiplicities added if values coincide.

## Qubits that attain the factor exactly

```lean
/-- States of an `m`-level system together with `k` qubits, as wave functions. -/
abbrev Register (m k : ℕ) := Fin m → (Fin k → Bool) → ℂ
```

This begins a concrete family of examples: an $m$-level system together with $k$ qubits. A state is a wave function $f(a,x)$, where $a$ now labels a level and $x$ is a string of $k$ bits. It need not be normalised.

```lean
/-- Pauli `Z` on qubit `i`: a sign `-1` when the qubit is set. -/
def pauliZ (m : ℕ) (i : Fin k) : End ℂ (Register m k) where
  toFun f := fun a x => (if x i = true then -1 else 1) * f a x
  map_add' _ _ := funext fun _ => funext fun _ => mul_add _ _ _
  map_smul' _ _ := funext fun _ => funext fun _ => mul_left_comm _ _ _
```

Pauli $Z$ on qubit $i$ acts as $(Z_if)(a,x)=z_i(x)f(a,x)$, with $z_i(x)=-1$ if bit $i$ is set (`true`) and $+1$ otherwise.

```lean
/-- Pauli `X` on qubit `i`: the qubit is flipped. -/
def pauliX (m : ℕ) (i : Fin k) : End ℂ (Register m k) where
  toFun f := fun a x => f a (Function.update x i (!x i))
  map_add' _ _ := rfl
  map_smul' _ _ := rfl
```

Pauli $X$ acts as $(X_if)(a,x)=f(a,x^{(i)})$, where $x^{(i)}$ is $x$ with bit $i$ flipped.

```lean
/-- The Hamiltonian that gives level `a` the energy `ε a` and does not act on the qubits. -/
def levelH (k : ℕ) {m : ℕ} (ε : Fin m → ℝ) : End ℂ (Register m k) where
  toFun f := fun a x => (ε a : ℂ) * f a x
  map_add' _ _ := funext fun _ => funext fun _ => mul_add _ _ _
  map_smul' _ _ := funext fun _ => funext fun _ => mul_left_comm _ _ _
```

The Hamiltonian multiplies by a real level energy, $(Hf)(a,x)=\varepsilon_af(a,x)$, and leaves the qubits alone.

```lean
/-- The Pauli operators `Z` and `X` of `k` qubits form `k` anticommuting pairs, and they commute
with the level Hamiltonian. -/
theorem pauli_witness {m : ℕ} (ε : Fin m → ℝ) :
    AnticommutingPairs (pauliZ (k := k) m) (pauliX m) ∧
      (∀ i, pauliZ m i * levelH k ε = levelH k ε * pauliZ m i) ∧
      (∀ i, pauliX m i * levelH k ε = levelH k ε * pauliX m i) := by
  refine ⟨⟨fun i => ?_, fun i => ?_, fun i => ?_, fun i j => ?_, fun i j hij => ?_⟩,
    fun i => ?_, fun i => ?_⟩ <;>
    refine LinearMap.ext fun f => funext fun a => funext fun x => ?_
  · by_cases hx : x i = true <;> simp [pauliZ, hx]
  · simp [pauliX]
  · by_cases hx : x i = true <;> simp [pauliZ, pauliX, hx]
  · exact mul_left_comm _ _ _
  · simp [pauliZ, pauliX, Function.update_of_ne hij]
  · exact mul_left_comm _ _ _
  · rfl
```

The operators $S_i=Z_i$ and $T_i=X_i$ satisfy all the hypotheses, for every $m$ and $k$. The proof compares both sides of each relation at a point $(a,x)$. For the anticommutation,
$$(Z_iX_if)(a,x)=z_i(x)f(a,x^{(i)}),\qquad (X_iZ_if)(a,x)=z_i(x^{(i)})f(a,x^{(i)}),$$
and flipping bit $i$ reverses the sign $z_i$. Flipping a different bit $j$ leaves $z_i$ unchanged, so $Z_i$ and $X_j$ commute. Two $Z$ operators commute because both multiply by numbers, and $H$ commutes with everything here because its factor depends only on the level.

```lean
/-- For distinct level energies, every level of this Hamiltonian has an eigenspace of dimension
exactly `2 ^ k`. -/
theorem finrank_eigenspace_levelH {m : ℕ} {ε : Fin m → ℝ} (hε : Function.Injective ε)
    (a : Fin m) : finrank ℂ (End.eigenspace (levelH k ε) (ε a : ℂ)) = 2 ^ k := by
  -- the eigenspace consists of the wave functions supported on level `a`
  have hr : End.eigenspace (levelH k ε) (ε a : ℂ) =
      LinearMap.range (LinearMap.single ℂ (fun _ : Fin m => (Fin k → Bool) → ℂ) a) := by
    refine le_antisymm (fun f hf => ?_) ?_
    · have h : levelH k ε f = (ε a : ℂ) • f := End.mem_eigenspace_iff.mp hf
      refine ⟨f a, funext fun b => ?_⟩
      by_cases hb : b = a
      · subst hb
        simp
      · have h0 : f b = 0 := funext fun x => by
          have hx : (ε b : ℂ) * f b x = (ε a : ℂ) * f b x := congrFun (congrFun h b) x
          have hne : (ε b : ℂ) - ε a ≠ 0 :=
            sub_ne_zero.mpr fun h' => hb (hε (Complex.ofReal_injective h'))
          have hz : ((ε b : ℂ) - ε a) * f b x = 0 := by linear_combination hx
          exact (mul_eq_zero.mp hz).resolve_left hne
        simp [h0, hb]
    · rintro _ ⟨g, rfl⟩
      refine End.mem_eigenspace_iff.mpr (funext fun b => funext fun x => ?_)
      by_cases hb : b = a
      · subst hb
        simp [levelH]
      · simp [levelH, hb]
  have hinj : Function.Injective
      (LinearMap.single ℂ (fun _ : Fin m => (Fin k → Bool) → ℂ) a) :=
    fun g g' hg => by simpa using congrFun hg a
  rw [hr, LinearMap.finrank_range_of_inj hinj, Module.finrank_fintype_fun_eq_card]
  simp

end

end NoncommutingSymmetries
```

`Function.Injective ε` says that the level energies are distinct. The eigenspace at $\varepsilon_a$ then has dimension exactly $2^k$, so no larger factor can be guaranteed in general.

By hand, $Hf=\varepsilon_af$ means $(\varepsilon_b-\varepsilon_a)f(b,x)=0$ for every level $b$ and string $x$. Hence $f(b,x)=0$ whenever $b\neq a$, while $f(a,x)$ is free. One complex number can be chosen for each of the $2^k$ bit strings.

The code follows the same path. `hr` identifies the eigenspace with the wave functions supported on level $a$, written as the range of `LinearMap.single`, the map that places a $k$-qubit wave function on that level. `hinj` shows that this map loses no information, so the dimension is that of the functions on bit strings.

```lean
#print axioms NoncommutingSymmetries.two_pow_dvd_finrank_eigenspace
#print axioms NoncommutingSymmetries.finrank_eigenspace_levelH
```

```
'NoncommutingSymmetries.two_pow_dvd_finrank_eigenspace' depends on axioms: [propext, Classical.choice, Quot.sound]
'NoncommutingSymmetries.finrank_eigenspace_levelH' depends on axioms: [propext, Classical.choice, Quot.sound]
```
